# The commutator of the spin-up impurity annihilation operator with the Anderson Hamiltonian

In the Anderson model, an impurity orbital with level energy e and on-site repulsion U is coupled to finitely many bath levels by real amplitudes V_k. The theorem `equation_of_motion` states that the commutator [d↑, H] of the spin-up impurity annihilator with the Hamiltonian equals e d↑ + U n↓ d↑ + ∑ₖ Vₖ cₖ↑, where n↓ is the spin-down impurity occupation and cₖ↑ annihilates a spin-up electron in bath level k. It is an operator identity in a real algebra with a star operation, and it uses only the canonical anticommutation relations, with no state or average involved. The proof works out the commutator with the repulsion separately, then treats the commutator with d↑ as a linear map, so that it can be taken through the Hamiltonian term by term.

The failing Lean file:

```lean
import Mathlib

open Matrix

namespace AndersonSpectralMoments

noncomputable section

/-- The commutator of two operators. -/
def comm {R : Type*} [Ring R] (x y : R) : R := x * y - y * x

/-- The canonical anticommutation relations for a family of annihilation operators. -/
structure IsCAR {ι R : Type*} [DecidableEq ι] [Ring R] [StarRing R] (a : ι → R) : Prop where
  anti : ∀ i j, a i * a j + a j * a i = 0
  canon : ∀ i j, a i * star (a j) + star (a j) * a i = if i = j then 1 else 0

/-- The occupation operator of a mode. -/
def num {ι R : Type*} [Ring R] [StarRing R] (a : ι → R) (i : ι) : R := star (a i) * a i

/-- The Anderson Hamiltonian. Orbital `none` is the impurity, `some k` is a bath level, and
the spin is `true` for up and `false` for down. -/
def anderson {K R : Type*} [Fintype K] [Ring R] [StarRing R] [Algebra ℝ R]
    (a : Option K × Bool → R) (e U : ℝ) (ε V : K → ℝ) : R :=
  ∑ s, e • num a (none, s) + U • (num a (none, true) * num a (none, false))
    + ∑ s, ∑ k, (ε k • num a (some k, s)
      + V k • (star (a (none, s)) * a (some k, s) + star (a (some k, s)) * a (none, s)))

section General

variable {ι R : Type*} [DecidableEq ι] [Ring R] [StarRing R] {a : ι → R}

/-- The commutator of an annihilation operator with a one-body hopping term. -/
theorem comm_bilinear (h : IsCAR a) (i j k : ι) :
    comm (a i) (star (a j) * a k) = if i = j then a k else 0 := by
  have key : comm (a i) (star (a j) * a k)
      = (a i * star (a j) + star (a j) * a i) * a k
        - star (a j) * (a i * a k + a k * a i) := by
    unfold comm
    noncomm_ring
  rw [key, h.canon, h.anti]
  split_ifs <;> simp

/-- The occupation of a mode commutes with the annihilator and the creator of any other mode. -/
theorem num_commutes (h : IsCAR a) {i j : ι} (hij : i ≠ j) :
    a i * num a j = num a j * a i ∧ star (a i) * num a j = num a j * star (a i) := by
  have h1 : a i * num a j = num a j * a i := by
    have := comm_bilinear h i j j
    rw [if_neg hij] at this
    exact sub_eq_zero.mp this
  have hn : star (num a j) = num a j := by simp [num]
  refine ⟨h1, ?_⟩
  have h2 := congrArg star h1
  rw [star_mul, star_mul, hn] at h2
  exact h2.symm

end General

section Impurity

variable {K R : Type*} [Fintype K] [DecidableEq K] [Ring R] [StarRing R] [Algebra ℝ R]
  {a : Option K × Bool → R}

/-- The equation of motion of the spin-up impurity electron. -/
theorem equation_of_motion (h : IsCAR a) (e U : ℝ) (ε V : K → ℝ) :
    comm (a (none, true)) (anderson a e U ε V)
      = e • a (none, true) + U • (num a (none, false) * a (none, true))
        + ∑ k, V k • a (some k, true) := by
  have b := comm_bilinear h (none, true)
  have hc := (num_commutes h (i := (none, true)) (j := (none, false)) (by simp)).1
  -- only the spin-up factor of the repulsion responds
  have hU : comm (a (none, true)) (num a (none, true) * num a (none, false))
      = num a (none, false) * a (none, true) := by
    have h1 : comm (a (none, true)) (num a (none, true)) = a (none, true) := by
      simpa using b (none, true) (none, true)
    calc _ = comm (a (none, true)) (num a (none, true)) * num a (none, false) := by
          simp only [comm, sub_mul, mul_assoc, hc]
      _ = _ := by rw [h1, hc]
  obtain ⟨L, hL⟩ : ∃ L : R →ₗ[ℝ] R, ∀ y, comm (a (none, true)) y = L y :=
    ⟨LinearMap.mulLeft ℝ (a (none, true)) - LinearMap.mulRight ℝ (a (none, true)),
      fun _ => rfl⟩
  rw [hL]
  simp only [anderson, map_add, map_sum, map_smul]
  simp only [← hL, hU]
  simp only [num, b]
  simp

end Impurity

end

end AndersonSpectralMoments
```

The error:

```
Main.lean:74:6: error: Type mismatch: After simplification, term
  b (none, true) (none, true)
 has type
  @Eq R (comm (a (none, true)) (star (a (none, true)) * a (none, true))) (a (none, true))
but is expected to have type
  @Eq R (comm (a (none, true)) (num a (none, true))) (a (none, true))
```

The error is in the auxiliary fact `h1`, which says that the commutator of d↑ with its own occupation operator is d↑. The term `b (none, true) (none, true)` does prove this, and `simp` has already reduced its `if` to `a (none, true)`. What remains is a difference of form: the term has the product `star (a (none, true)) * a (none, true)` where the goal has `num a (none, true)`.

These are equal by the definition of `num`, but `num` is an ordinary definition and not a simp lemma, so `simp` leaves it folded. The final comparison made by `simpa` does not unfold such definitions either, hence the type mismatch.

Writing `simpa [num]` tells `simp` to unfold `num`. The goal then contains the same product as the term, and the two match.

The repair, with which the file compiles:

```diff
@@ -72,5 +72,5 @@
       = num a (none, false) * a (none, true) := by
     have h1 : comm (a (none, true)) (num a (none, true)) = a (none, true) := by
-      simpa using b (none, true) (none, true)
+      simpa [num] using b (none, true) (none, true)
     calc _ = comm (a (none, true)) (num a (none, true)) * num a (none, false) := by
           simp only [comm, sub_mul, mul_assoc, hc]
```
